# London coupling of two axial polarisabilities with positive anisotropy is largest exactly when both axes lie along the separation

## Which orientation attracts most?

Two particles with polarisabilities $\alpha=aI+g\,pp^T$ and $\beta=bI+h\,qq^T$, separated along $n$, have the dispersion coupling

$$\operatorname{tr}(\alpha T\beta T)=6ab+ah(1+3(q\cdot n)^2)+bg(1+3(p\cdot n)^2)+gh\,\bigl(3(p\cdot n)(q\cdot n)-p\cdot q\bigr)^2 .$$

Here $p,q,n$ are unit vectors in $\mathbb R^3$, $T=3nn^T-I$ is the angular part of the dipole–dipole tensor, $a,b>0$ are the polarisabilities perpendicular to the axes, and $g,h\ge 0$ are the anisotropies. The coupling should be maximal at $p=q=n$. Can this be made rigorous and machine-checked, including which other orientations reach the maximum?

## Expanding the trace and bounding each term

Yes. For $g,h>0$ the maximisers are exactly $p=\pm n$, $q=\pm n$, with independent signs.

Multiplying out the two polarisabilities gives

$$\operatorname{tr}(\alpha T\beta T)=ab\operatorname{tr}T^2+ah\;q\cdot T^2q+bg\;p\cdot T^2p+gh\,(p\cdot Tq)(q\cdot Tp).$$

Since $n\cdot n=1$, $T^2=9nn^T-6nn^T+I=3nn^T+I$. Hence $\operatorname{tr}T^2=6$ and $q\cdot T^2q=1+3(q\cdot n)^2$, and likewise for $p$. Also $Tq=3(n\cdot q)n-q$, so $p\cdot Tq=q\cdot Tp=3(p\cdot n)(q\cdot n)-p\cdot q$. This is the formula.

Write $s=(p\cdot n)^2$, $t=(q\cdot n)^2$ and $c=p\cdot Tq$. By Cauchy–Schwarz, $s,t\le1$ and $c^2\le|Tq|^2=1+3t\le4$. The collinear value is $6ab+4ah+4bg+4gh$, and it exceeds the general one by

$$3ah(1-t)+3bg(1-s)+gh(4-c^2)\ge0 .$$

If $g,h>0$, equality forces $s=t=1$. Then $p\cdot n=\pm1$, so $|p\mp n|^2=0$ with the matching sign, and the same holds for $q$. Conversely, reversing an axis leaves its polarisability unchanged.

Dropping the squares in the formula gives the lower bound $6ab+ah+bg$. For $g,h>0$ it is reached exactly when $p\cdot n=q\cdot n=0$ and then $p\cdot q=0$.

For $a=b=g=h=1$ the values are:

| Arrangement | Coupling |
|---|---|
| $p=q=n$ | $6+4+4+4=18$ |
| $p=n$, $q\perp n$ | $6+1+4+0=11$ |
| $p=q\perp n$ | $6+1+1+1=9$ |
| $p,q,n$ mutually orthogonal | $6+1+1+0=8$ |

The sign of the anisotropy matters. Take $a=b=1$, $h=0$, $g=-\tfrac12$, which still gives positive polarisabilities. The collinear value is $6-2=4$, but $p\perp n$ gives $6-\tfrac12=5.5$.

## The Lean file

```lean
import Mathlib

open Matrix

namespace AnisotropicDispersion

noncomputable section

/-- Polarisability tensor `a I + g p pᵀ` of an axially symmetric particle with axis `p`. -/
def polarizability (a g : ℝ) (p : Fin 3 → ℝ) : Matrix (Fin 3) (Fin 3) ℝ :=
  a • (1 : Matrix (Fin 3) (Fin 3) ℝ) + g • vecMulVec p p

/-- Angular part `3 n nᵀ - I` of the dipole-dipole tensor for the separation direction `n`. -/
def dipoleTensor (n : Fin 3 → ℝ) : Matrix (Fin 3) (Fin 3) ℝ :=
  (3 : ℝ) • vecMulVec n n - 1

/-- Dispersion coupling `tr (α T β T)` of two axially symmetric particles. -/
def coupling (a g b h : ℝ) (p q n : Fin 3 → ℝ) : ℝ :=
  (polarizability a g p * dipoleTensor n * polarizability b h q * dipoleTensor n).trace

/-- London energy `-(κ / R⁶) tr (α T β T)` at distance `R`, with energy prefactor `κ`. -/
def londonEnergy (κ R a g b h : ℝ) (p q n : Fin 3 → ℝ) : ℝ :=
  -(κ / R ^ 6) * coupling a g b h p q n

/-- For any coupling tensor `M`, the trace splits into an isotropic part, two parts linear in
one anisotropy, and a part with both anisotropies. -/
theorem trace_coupling_expand (a g b h : ℝ) (p q : Fin 3 → ℝ) (M : Matrix (Fin 3) (Fin 3) ℝ) :
    (polarizability a g p * M * polarizability b h q * M).trace =
      a * b * (M * M).trace + a * h * (q ⬝ᵥ M *ᵥ (M *ᵥ q)) + b * g * (p ⬝ᵥ M *ᵥ (M *ᵥ p))
        + g * h * ((p ⬝ᵥ M *ᵥ q) * (q ⬝ᵥ M *ᵥ p)) := by
  simp [polarizability, Matrix.trace, Matrix.mul_apply, Matrix.mulVec, dotProduct,
    Fin.sum_univ_three, vecMulVec_apply, Matrix.one_apply]
  ring

/-- The dipole tensor sends a dipole `y` to `3 (n·y) n - y`. -/
theorem dipoleTensor_mulVec (n y : Fin 3 → ℝ) :
    dipoleTensor n *ᵥ y = (3 * (n ⬝ᵥ y)) • n - y := by
  ext i
  fin_cases i <;>
    simp [dipoleTensor, Matrix.mulVec, dotProduct, Fin.sum_univ_three, vecMulVec_apply,
      Matrix.one_apply] <;> ring

/-- The dispersion coupling for unit vectors `p`, `q`, `n`, as an explicit function of their three
pairwise scalar products. -/
theorem coupling_formula (a g b h : ℝ) {p q n : Fin 3 → ℝ}
    (hp : p ⬝ᵥ p = 1) (hq : q ⬝ᵥ q = 1) (hn : n ⬝ᵥ n = 1) :
    coupling a g b h p q n =
      6 * a * b + a * h * (1 + 3 * (q ⬝ᵥ n) ^ 2) + b * g * (1 + 3 * (p ⬝ᵥ n) ^ 2)
        + g * h * (3 * (p ⬝ᵥ n) * (q ⬝ᵥ n) - p ⬝ᵥ q) ^ 2 := by
  -- the isotropic part
  have hT : (dipoleTensor n * dipoleTensor n).trace = 6 := by
    have hn' : n 0 * n 0 + n 1 * n 1 + n 2 * n 2 = 1 := by
      simpa only [dotProduct, Fin.sum_univ_three] using hn
    simp [dipoleTensor, Matrix.trace, Matrix.mul_apply, Fin.sum_univ_three, vecMulVec_apply,
      Matrix.one_apply]
    linear_combination (9 * (n 0 * n 0 + n 1 * n 1 + n 2 * n 2) + 3) * hn'
  -- the parts with a single anisotropy
  have hv : ∀ x : Fin 3 → ℝ, x ⬝ᵥ dipoleTensor n *ᵥ (dipoleTensor n *ᵥ x)
      = x ⬝ᵥ x + 3 * (x ⬝ᵥ n) ^ 2 := by
    intro x
    simp only [dipoleTensor_mulVec, dotProduct_sub, dotProduct_smul, smul_eq_mul, hn,
      dotProduct_comm n x]
    ring
  rw [coupling, trace_coupling_expand, hT, hv q, hv p, hp, hq]
  simp only [dipoleTensor_mulVec, dotProduct_sub, dotProduct_smul, smul_eq_mul,
    dotProduct_comm n p, dotProduct_comm n q, dotProduct_comm q p]
  ring

/-- Cauchy-Schwarz inequality for vectors in space. -/
theorem dot_sq_le (x y : Fin 3 → ℝ) : (x ⬝ᵥ y) ^ 2 ≤ (x ⬝ᵥ x) * (y ⬝ᵥ y) := by
  simp only [dotProduct, Fin.sum_univ_three]
  nlinarith [sq_nonneg (x 0 * y 1 - x 1 * y 0), sq_nonneg (x 0 * y 2 - x 2 * y 0),
    sq_nonneg (x 1 * y 2 - x 2 * y 1)]

/-- Two unit vectors whose squared cosine is one are parallel or antiparallel. -/
theorem parallel_of_dot_sq {p n : Fin 3 → ℝ} (hp : p ⬝ᵥ p = 1) (hn : n ⬝ᵥ n = 1)
    (hs : (p ⬝ᵥ n) ^ 2 = 1) : p = n ∨ p = -n := by
  have hprod : (p ⬝ᵥ n - 1) * (p ⬝ᵥ n + 1) = 0 := by linear_combination hs
  rcases mul_eq_zero.1 hprod with h1 | h1
  · left
    have h0 : (p - n) ⬝ᵥ (p - n) = 0 := by
      simp only [sub_dotProduct, dotProduct_sub, dotProduct_comm n p, hp, hn]
      linarith
    exact sub_eq_zero.1 (dotProduct_self_eq_zero.1 h0)
  · right
    have h0 : (p + n) ⬝ᵥ (p + n) = 0 := by
      simp only [add_dotProduct, dotProduct_add, dotProduct_comm n p, hp, hn]
      linarith
    exact eq_neg_of_add_eq_zero_left (dotProduct_self_eq_zero.1 h0)

/-- For `a, b > 0` and `g, h ≥ 0` the coupling is at most its value with both axes along the
separation direction. For positive anisotropies equality holds exactly when each axis is parallel or
antiparallel to it. -/
theorem coupling_le_collinear {a g b h : ℝ} {p q n : Fin 3 → ℝ}
    (ha : 0 < a) (hb : 0 < b) (hg : 0 ≤ g) (hh : 0 ≤ h)
    (hp : p ⬝ᵥ p = 1) (hq : q ⬝ᵥ q = 1) (hn : n ⬝ᵥ n = 1) :
    coupling a g b h p q n ≤ coupling a g b h n n n ∧
      (0 < g → 0 < h → (coupling a g b h p q n = coupling a g b h n n n ↔
        (p = n ∨ p = -n) ∧ (q = n ∨ q = -n))) := by
  have hs : (p ⬝ᵥ n) ^ 2 ≤ 1 := by simpa [hp, hn] using dot_sq_le p n
  have ht : (q ⬝ᵥ n) ^ 2 ≤ 1 := by simpa [hq, hn] using dot_sq_le q n
  -- Cauchy-Schwarz for `p` and `T q` bounds the doubly anisotropic part
  have hc : (3 * (p ⬝ᵥ n) * (q ⬝ᵥ n) - p ⬝ᵥ q) ^ 2 ≤ 4 := by
    have h1 := dot_sq_le p (dipoleTensor n *ᵥ q)
    simp only [dipoleTensor_mulVec, dotProduct_sub, sub_dotProduct, dotProduct_smul,
      smul_dotProduct, smul_eq_mul, dotProduct_comm n q, hp, hq, hn] at h1
    nlinarith [h1, ht]
  have e1 := mul_nonneg (mul_nonneg ha.le hh) (sub_nonneg.2 ht)
  have e2 := mul_nonneg (mul_nonneg hb.le hg) (sub_nonneg.2 hs)
  have e3 := mul_nonneg (mul_nonneg hg hh) (sub_nonneg.2 hc)
  rw [coupling_formula a g b h hp hq hn, coupling_formula a g b h hn hn hn]
  refine ⟨?_, fun hg' hh' => ⟨fun heq => ?_, ?_⟩⟩
  · rw [hn]
    nlinarith [e1, e2, e3]
  · -- equality forces every non-negative deficit to vanish
    rw [hn] at heq
    have z1 : a * h * (1 - (q ⬝ᵥ n) ^ 2) = 0 := by nlinarith [e1, e2, e3, heq]
    have z2 : b * g * (1 - (p ⬝ᵥ n) ^ 2) = 0 := by nlinarith [e1, e2, e3, heq]
    have y1 := (mul_eq_zero.1 z1).resolve_left (mul_pos ha hh').ne'
    have y2 := (mul_eq_zero.1 z2).resolve_left (mul_pos hb hg').ne'
    exact ⟨parallel_of_dot_sq hp hn (by linarith), parallel_of_dot_sq hq hn (by linarith)⟩
  · rintro ⟨h1 | h1, h2 | h2⟩ <;>
      simp only [h1, h2, neg_dotProduct, dotProduct_neg, hn] <;> ring

/-- For positive `a, b, g, h` the coupling is at least `6ab + ah + bg`, with equality exactly when
the two axes and the separation direction are mutually orthogonal. -/
theorem crossed_le_coupling {a g b h : ℝ} {p q n : Fin 3 → ℝ}
    (ha : 0 < a) (hb : 0 < b) (hg : 0 < g) (hh : 0 < h)
    (hp : p ⬝ᵥ p = 1) (hq : q ⬝ᵥ q = 1) (hn : n ⬝ᵥ n = 1) :
    6 * a * b + a * h + b * g ≤ coupling a g b h p q n ∧
      (coupling a g b h p q n = 6 * a * b + a * h + b * g ↔
        p ⬝ᵥ n = 0 ∧ q ⬝ᵥ n = 0 ∧ p ⬝ᵥ q = 0) := by
  rw [coupling_formula a g b h hp hq hn]
  have e1 := mul_nonneg (mul_pos ha hh).le (sq_nonneg (q ⬝ᵥ n))
  have e2 := mul_nonneg (mul_pos hb hg).le (sq_nonneg (p ⬝ᵥ n))
  have e3 := mul_nonneg (mul_pos hg hh).le (sq_nonneg (3 * (p ⬝ᵥ n) * (q ⬝ᵥ n) - p ⬝ᵥ q))
  refine ⟨by linarith, fun heq => ?_, ?_⟩
  · have z1 : a * h * (q ⬝ᵥ n) ^ 2 = 0 := by linarith
    have z2 : b * g * (p ⬝ᵥ n) ^ 2 = 0 := by linarith
    have z3 : g * h * (3 * (p ⬝ᵥ n) * (q ⬝ᵥ n) - p ⬝ᵥ q) ^ 2 = 0 := by linarith
    have y1 := pow_eq_zero_iff two_ne_zero |>.1
      ((mul_eq_zero.1 z1).resolve_left (mul_pos ha hh).ne')
    have y2 := pow_eq_zero_iff two_ne_zero |>.1
      ((mul_eq_zero.1 z2).resolve_left (mul_pos hb hg).ne')
    have y3 := pow_eq_zero_iff two_ne_zero |>.1
      ((mul_eq_zero.1 z3).resolve_left (mul_pos hg hh).ne')
    rw [y1, y2] at y3
    exact ⟨y2, y1, by linarith⟩
  · rintro ⟨h1, h2, h3⟩
    rw [h1, h2, h3]
    ring

/-- At fixed distance and for positive `κ, a, b, g, h`, any arrangement in which some axis is not
along the separation direction has a strictly higher London energy than the collinear one. -/
theorem londonEnergy_collinear_lt {κ R a g b h : ℝ} {p q n : Fin 3 → ℝ}
    (hκ : 0 < κ) (hR : 0 < R) (ha : 0 < a) (hb : 0 < b) (hg : 0 < g) (hh : 0 < h)
    (hp : p ⬝ᵥ p = 1) (hq : q ⬝ᵥ q = 1) (hn : n ⬝ᵥ n = 1)
    (hne : ¬((p = n ∨ p = -n) ∧ (q = n ∨ q = -n))) :
    londonEnergy κ R a g b h n n n < londonEnergy κ R a g b h p q n := by
  obtain ⟨hle, hiff⟩ := coupling_le_collinear ha hb hg.le hh.le hp hq hn
  have hlt := lt_of_le_of_ne hle (fun heq => hne ((hiff hg hh).1 heq))
  have hpos : 0 < κ / R ^ 6 := by positivity
  have hmul := mul_lt_mul_of_pos_left hlt hpos
  unfold londonEnergy
  linarith

end

end AnisotropicDispersion
```

```lean
#print axioms AnisotropicDispersion.coupling_le_collinear
#print axioms AnisotropicDispersion.crossed_le_coupling
#print axioms AnisotropicDispersion.londonEnergy_collinear_lt
```

```
'AnisotropicDispersion.coupling_le_collinear' depends on axioms: [propext, Classical.choice, Quot.sound]
'AnisotropicDispersion.crossed_le_coupling' depends on axioms: [propext, Classical.choice, Quot.sound]
'AnisotropicDispersion.londonEnergy_collinear_lt' depends on axioms: [propext, Classical.choice, Quot.sound]
```

## What the theorems say about the particles

Vectors are functions `Fin 3 → ℝ`, and unit length is the hypothesis `p ⬝ᵥ p = 1`. `polarizability`, `dipoleTensor` and `coupling` are $\alpha$, $T$ and the trace. `coupling_formula` needs only the unit lengths, with no signs on $a,b,g,h$.

`coupling_le_collinear` states the maximum for $g,h\ge0$ and its equality case for $g,h>0$. `crossed_le_coupling` states the minimum for positive anisotropies.

`londonEnergy` is $-(\kappa/R^6)\operatorname{tr}(\alpha T\beta T)$. The postulated constant $\kappa>0$ collects the particles' characteristic excitation energies and the unit factors, and is taken to be independent of orientation. `londonEnergy_collinear_lt` says that at fixed $R>0$, with positive anisotropies, every other arrangement has strictly higher energy than the collinear one.

The model has point dipoles and no retardation, frequency integral or short-range repulsion. Within it, the formula can serve to test an orientation-dependent $R^{-6}$ term in a simulation code; it does not predict equilibrium geometries.

## How the proof follows the algebra

`trace_coupling_expand` proves the four-term expansion for any matrix $M$, by writing out the entries and calling `ring`. `dipoleTensor_mulVec` computes $Ty$. In `coupling_formula`, `hT` supplies $\operatorname{tr}T^2=6$ and `hv` supplies $x\cdot T^2x$.

`dot_sq_le` is Cauchy–Schwarz; the squares handed to `nlinarith` are those of the cross-product components. In `coupling_le_collinear` it yields `hs`, `ht` and, applied to $p$ and $Tq$, `hc`. The products `e1`, `e2`, `e3` are the three non-negative deficits, up to factors of 3. Under equality, `z1` and `z2` set the first two to zero, and `parallel_of_dot_sq` turns a squared cosine of one into $\pm n$.

`crossed_le_coupling` treats the three squares in the same way. The energy theorem combines the inequality with its equality case to get a strict inequality, then multiplies by $\kappa/R^6>0$; the minus sign reverses the order.
